# The N-point cotangent midpoint grid with scale D > 0 integrates 1/(D² + u²)^(m+1) exactly for m < N

The quadrature rule is modelled as a finite sum that accepts any real integrand f, with the scale D of the frequency grid as a parameter. The theorems then apply it to a power of a Lorentzian whose width is that same D. The exactness proved here assumes this matching of scale and width, together with m < N.

In the random-phase approximation for a model with a single transition of energy D, the second-order correlation term has an imaginary-frequency integrand proportional to 1/(D² + u²)², so two grid points already integrate it without error. A system with several transition energies can match D to only one of them, and the results below do not cover the others.

## From the frequency line to a sum of sines

Let N ≥ 1 be the number of points and m ≥ 0 an integer with m < N. Take the midpoint angles

t_k = (k + 1/2)π/N, k = 0, …, N − 1,

and map them to frequencies by u = D cot t. Since 1 + cot² t = 1/sin² t,

D² + u² = D²/sin² t, |du/dt| = D(1 + cot² t) = D/sin² t.

The integrand times the Jacobian is therefore

(D/sin² t) · (sin² t/D²)^(m+1) = sin^(2m) t / D^(2m+1),

and the rule becomes

Q = (1/D^(2m+1)) (π/N) Σ_k sin^(2m) t_k.

To evaluate this sum, let j be an integer with 0 < |j| < N. The identity for a difference of sines gives

2 sin(jπ/N) cos(2j t_k) = sin(2j(k+1)π/N) − sin(2jkπ/N).

Summed over k, the right side telescopes to sin(2jπ) − sin 0 = 0. The factor sin(jπ/N) is nonzero, so Σ_k cos(2j t_k) = 0.

For m = 1 and N ≥ 2, the case j = 1 is enough:

Q = (1/D³)(π/N) Σ_k (1 − cos 2t_k)/2 = π/(2D³).

For general m, we show by induction that the midpoint rule on (0, π) is exact for sin^(2m) t cos(2jt) whenever m + |j| < N. At m = 0, the sum and the integral both give π if j = 0, and both give zero otherwise. The step uses

sin^(2m+2) t cos(2jt) = ½ sin^(2m) t cos(2jt) − ¼ sin^(2m) t cos(2(j+1)t) − ¼ sin^(2m) t cos(2(j−1)t).

If m + 1 + |j| < N, all three terms on the right satisfy the condition for m. Setting j = 0 gives

(π/N) Σ_k sin^(2m) t_k = S_m, where S_m = ∫₀^π sin^(2m) t dt.

Integrating the derivative

d/dt [sin^(2m+1) t cos t] = (2m+1) sin^(2m) t − (2m+2) sin^(2m+2) t

from 0 to π gives S_(m+1) = S_m (2m+1)/(2m+2), with S_0 = π.

The line integral I_m = ∫ dx/(1 + x²)^(m+1) obeys the same recurrence. Indeed,

d/dx [x/(1+x²)^(m+1)] = 2(m+1)/(1+x²)^(m+2) − (2m+1)/(1+x²)^(m+1),

and the function in brackets vanishes at both ends of the line. Hence I_(m+1) = I_m (2m+1)/(2m+2), with I_0 = π. Substituting u = Dx, we find

∫ du/(D² + u²)^(m+1) = I_m/D^(2m+1) = (π/D^(2m+1)) ∏_(i<m) (2i+1)/(2i+2) = Q.

At m = 1 the product is 1/2, and the common value is π/(2D³).

## The angles and the rule as Lean definitions

```lean
import Mathlib

open Real MeasureTheory Filter Topology

namespace CotangentFrequencyGrid

noncomputable section
```

The function `node N k` is the angle t_k, with k counted from zero.

```lean
/-- The midpoint angle `(k + 1/2) π / N`, for `N > 0` and `k = 0, ..., N - 1`. -/
def node (N k : ℕ) : ℝ := (k + 1 / 2) * π / N
```

In `cotRule N D f`, the integrand `f : ℝ → ℝ` is evaluated at D cot t_k. Its weight is the angular spacing π/N times the Jacobian. Frequencies and energies are plain real numbers in common units.

```lean
/-- The `N`-point frequency quadrature (`N > 0`, `D > 0`) obtained from the map `u = D cot t` and
the midpoint rule in the angle `t`. -/
def cotRule (N : ℕ) (D : ℝ) (f : ℝ → ℝ) : ℝ :=
  ∑ k ∈ Finset.range N, π / N * (D * (1 + cot (node N k) ^ 2)) * f (D * cot (node N k))
```

## Exactness in the angle

The first lemma is the telescoping argument. The two hypotheses `j < N` and `-j < N` together express |j| < N. If sin(jπ/N) were zero, j would be an integer multiple of N, which these bounds exclude for nonzero j. The identity `step` is the difference of sines, and `tel` is its sum.

```lean
/-- The cosine `cos (2 j t)` sums to zero over the `N` midpoint angles if `0 < |j| < N`. -/
theorem sum_cos_node {N : ℕ} {j : ℤ} (hj : j ≠ 0) (h1 : j < N) (h2 : -j < N) :
    ∑ k ∈ Finset.range N, cos (2 * j * node N k) = 0 := by
  have hN : (0 : ℝ) < N := by
    have : 0 < N := by omega
    exact_mod_cast this
  have hs : sin (j * π / N) ≠ 0 := by
    intro h
    obtain ⟨n, hn⟩ := Real.sin_eq_zero_iff.mp h
    rw [eq_div_iff hN.ne'] at hn
    have h3 : (n : ℝ) * N = j := mul_right_cancel₀ pi_ne_zero (by linear_combination hn)
    have h4 : n * (N : ℤ) = j := by exact_mod_cast h3
    rcases lt_trichotomy n 0 with h0 | h0 | h0
    · nlinarith
    · exact hj (by rw [← h4, h0, zero_mul])
    · nlinarith
  -- multiplied by 2 sin (j π / N), the sum telescopes
  have step : ∀ k : ℕ, 2 * sin (j * π / N) * cos (2 * j * node N k)
      = sin (2 * j * π / N * ((k + 1 : ℕ) : ℝ)) - sin (2 * j * π / N * (k : ℝ)) := by
    intro k
    have e1 : 2 * j * π / N * ((k + 1 : ℕ) : ℝ) = 2 * j * node N k + j * π / N := by
      unfold node; push_cast; ring
    have e2 : 2 * j * π / N * (k : ℝ) = 2 * j * node N k - j * π / N := by
      unfold node; ring
    rw [e1, e2, sin_add, sin_sub]; ring
  have tel : 2 * sin (j * π / N) * ∑ k ∈ Finset.range N, cos (2 * j * node N k) = 0 := by
    rw [Finset.mul_sum, Finset.sum_congr rfl (fun k _ => step k),
      Finset.sum_range_sub (fun k : ℕ => sin (2 * j * π / N * (k : ℝ)))]
    have e : 2 * j * π / N * (N : ℝ) = ((2 * j : ℤ) : ℝ) * π := by
      push_cast; field_simp
    simp only [Nat.cast_zero, mul_zero, sin_zero, sub_zero]
    rw [e, sin_int_mul_pi]
  exact (mul_eq_zero.mp tel).resolve_left (mul_ne_zero two_ne_zero hs)
```

The induction on m keeps j universally quantified, because the step needs the hypothesis at j, j + 1 and j − 1. The identity `key` is the three-term formula above. The final `linear_combination` adds the three cases with weights ½, −¼ and −¼.

```lean
/-- The `N`-point midpoint rule on `(0, π)` is exact for `sin^(2m) t cos (2 j t)` whenever
`m + |j| < N`. -/
theorem midpoint_exact {N : ℕ} (m : ℕ) : ∀ j : ℤ, j + m < N → -j + m < N →
    π / N * ∑ k ∈ Finset.range N, sin (node N k) ^ (2 * m) * cos (2 * j * node N k)
      = ∫ t in (0 : ℝ)..π, sin t ^ (2 * m) * cos (2 * j * t) := by
  induction m with
  | zero =>
    intro j h1 h2
    by_cases hj : j = 0
    · have hN : (N : ℝ) ≠ 0 := by
        have : N ≠ 0 := by omega
        exact_mod_cast this
      subst hj
      simp only [mul_zero, pow_zero, Int.cast_zero, zero_mul, cos_zero,
        Finset.sum_const, Finset.card_range, nsmul_eq_mul, mul_one,
        intervalIntegral.integral_const, sub_zero, smul_eq_mul]
      field_simp
    · have hj' : 2 * (j : ℝ) ≠ 0 := mul_ne_zero two_ne_zero (by exact_mod_cast hj)
      have e : sin (2 * j * π) = 0 := by
        have := sin_int_mul_pi (2 * j)
        push_cast at this
        exact this
      simp only [mul_zero, pow_zero, one_mul]
      rw [sum_cos_node hj (by omega) (by omega),
        intervalIntegral.integral_comp_mul_left (fun x => cos x) hj', integral_cos,
        e, mul_zero, mul_zero, sin_zero, sub_zero, smul_zero]
  | succ m ih =>
    intro j h1 h2
    -- sin² t = (1 - cos 2t) / 2 couples j to j + 1 and j - 1
    have key : ∀ t : ℝ, sin t ^ (2 * (m + 1)) * cos (2 * j * t)
        = 1 / 2 * (sin t ^ (2 * m) * cos (2 * j * t))
          - 1 / 4 * (sin t ^ (2 * m) * cos (2 * ((j + 1 : ℤ) : ℝ) * t))
          - 1 / 4 * (sin t ^ (2 * m) * cos (2 * ((j - 1 : ℤ) : ℝ) * t)) := by
      intro t
      have e1 : 2 * ((j + 1 : ℤ) : ℝ) * t = 2 * j * t + 2 * t := by push_cast; ring
      have e2 : 2 * ((j - 1 : ℤ) : ℝ) * t = 2 * j * t - 2 * t := by push_cast; ring
      have c : cos (2 * t) = 1 - 2 * sin t ^ 2 := by
        linarith [cos_two_mul t, sin_sq_add_cos_sq t]
      rw [e1, e2, cos_add, cos_sub, c]; ring
    have hi : ∀ (c : ℝ) (i : ℤ), IntervalIntegrable
        (fun t : ℝ => c * (sin t ^ (2 * m) * cos (2 * i * t))) volume 0 π :=
      fun c i => Continuous.intervalIntegrable (by fun_prop) _ _
    have hi2 : IntervalIntegrable (fun t : ℝ => 1 / 2 * (sin t ^ (2 * m) * cos (2 * j * t))
        - 1 / 4 * (sin t ^ (2 * m) * cos (2 * ((j + 1 : ℤ) : ℝ) * t))) volume 0 π :=
      Continuous.intervalIntegrable (by fun_prop) _ _
    simp only [key, Finset.sum_sub_distrib, ← Finset.mul_sum]
    rw [intervalIntegral.integral_sub hi2 (hi (1 / 4) (j - 1)),
      intervalIntegral.integral_sub (hi (1 / 2) j) (hi (1 / 4) (j + 1)),
      intervalIntegral.integral_const_mul, intervalIntegral.integral_const_mul,
      intervalIntegral.integral_const_mul]
    linear_combination (1 / 2) * ih j (by omega) (by omega)
      - (1 / 4) * ih (j + 1) (by omega) (by omega) - (1 / 4) * ih (j - 1) (by omega) (by omega)
```

## The integral over all frequencies

Integrability comes first: each power is bounded by the unit Lorentzian 1/(1 + x²), which is integrable.

```lean
/-- Every positive integer power of the unit Lorentzian `1 / (1 + x²)` is integrable. -/
theorem integrable_unit (m : ℕ) : Integrable (fun x : ℝ => ((1 + x ^ 2) ^ (m + 1))⁻¹) := by
  refine integrable_inv_one_add_sq.mono' (Continuous.aestronglyMeasurable ?_)
    (Eventually.of_forall fun x => ?_)
  · exact Continuous.inv₀ (by fun_prop) (fun x => by positivity)
  · rw [Real.norm_of_nonneg (by positivity)]
    exact inv_anti₀ (by positivity) (le_self_pow₀ (by nlinarith [sq_nonneg x]) (by omega))
```

The recurrence for I_m follows the calculation by hand. `hd` supplies the derivative, and `hb` bounds x/(1+x²)^(m+1) in absolute value by 1/|x| away from zero, which gives the vanishing limits at both ends. The integral of the derivative is then zero, and rearranging yields the next factor of the product.

```lean
/-- The integral of `1 / (1 + x²)^(m+1)` over the real line is `π` times the product of
`(2i+1)/(2i+2)` over `i < m`. -/
theorem integral_unit (m : ℕ) : ∫ x : ℝ, ((1 + x ^ 2) ^ (m + 1))⁻¹
    = π * ∏ i ∈ Finset.range m, (2 * (i : ℝ) + 1) / (2 * i + 2) := by
  induction m with
  | zero => simp [integral_univ_inv_one_add_sq]
  | succ m ih =>
    -- integrate the derivative of x / (1 + x²)^(m+1), which vanishes at both ends
    have hd : ∀ x : ℝ, HasDerivAt (fun y : ℝ => y / (1 + y ^ 2) ^ (m + 1))
        (2 * ((m : ℝ) + 1) * ((1 + x ^ 2) ^ (m + 1 + 1))⁻¹
          - (2 * (m : ℝ) + 1) * ((1 + x ^ 2) ^ (m + 1))⁻¹) x := by
      intro x
      have hp : 1 + x ^ 2 ≠ 0 := by positivity
      have h1 : HasDerivAt (fun y : ℝ => 1 + y ^ 2) (2 * x) x := by
        simpa using (hasDerivAt_pow 2 x).const_add 1
      refine ((hasDerivAt_id' x).fun_div (h1.fun_pow (m + 1))
        (pow_ne_zero _ hp)).congr_deriv ?_
      simp only [Nat.add_sub_cancel]
      push_cast
      field_simp
      ring
    have hb : ∀ x : ℝ, ‖x / (1 + x ^ 2) ^ (m + 1)‖ ≤ |x⁻¹| := by
      intro x
      by_cases hx : x = 0
      · simp [hx]
      · have hq : 1 + x ^ 2 ≤ (1 + x ^ 2) ^ (m + 1) :=
          le_self_pow₀ (by nlinarith [sq_nonneg x]) (by omega)
        have hq0 : 0 < (1 + x ^ 2) ^ (m + 1) := by positivity
        rw [norm_div, Real.norm_of_nonneg hq0.le, Real.norm_eq_abs, abs_inv,
          div_le_iff₀ hq0, ← div_eq_inv_mul, le_div_iff₀ (abs_pos.mpr hx), abs_mul_abs_self]
        nlinarith
    have h := integral_of_hasDerivAt_of_tendsto hd
      (((integrable_unit (m + 1)).const_mul _).sub ((integrable_unit m).const_mul _))
      (squeeze_zero_norm hb (by simpa using (tendsto_inv_atBot_zero (𝕜 := ℝ)).abs))
      (squeeze_zero_norm hb (by simpa using (tendsto_inv_atTop_zero (𝕜 := ℝ)).abs))
    rw [integral_sub ((integrable_unit (m + 1)).const_mul _) ((integrable_unit m).const_mul _),
      integral_const_mul, integral_const_mul, ih] at h
    have h2 : 2 * (m : ℝ) + 2 ≠ 0 := by positivity
    rw [Finset.prod_range_succ, ← mul_assoc, ← mul_div_assoc, eq_div_iff h2]
    linear_combination h
```

The scaling u = Dx brings in the width. The integral is the Lebesgue integral over the whole of ℝ, with no frequency cutoff.

```lean
/-- For `D > 0`, the integral of `1 / (D² + u²)^(m+1)` over all real frequencies is
`π / D^(2m+1)` times the product of `(2i+1)/(2i+2)` over `i < m`. -/
theorem integral_lorentzian {D : ℝ} (hD : 0 < D) (m : ℕ) :
    ∫ u : ℝ, 1 / (D ^ 2 + u ^ 2) ^ (m + 1)
      = 1 / D ^ (2 * m + 1) * (π * ∏ i ∈ Finset.range m, (2 * (i : ℝ) + 1) / (2 * i + 2)) := by
  have e : ∀ u : ℝ, 1 / (D ^ 2 + u ^ 2) ^ (m + 1)
      = 1 / D ^ (2 * (m + 1)) * ((1 + (u / D) ^ 2) ^ (m + 1))⁻¹ := by
    intro u
    have h : D ^ 2 + u ^ 2 = D ^ 2 * (1 + (u / D) ^ 2) := by field_simp
    rw [h, mul_pow, ← pow_mul, one_div, mul_inv, one_div]
  have hp : D ^ (2 * (m + 1)) = D ^ (2 * m + 1) * D := by ring
  simp only [e]
  rw [integral_const_mul, Measure.integral_comp_div (fun x : ℝ => ((1 + x ^ 2) ^ (m + 1))⁻¹) D,
    integral_unit, abs_of_pos hD, smul_eq_mul, hp]
  field_simp
```

## The grid and the integral agree

The next lemma carries out the cotangent substitution term by term. Every angle lies strictly between 0 and π, so its sine is positive and the cancellations are legitimate.

```lean
/-- For `D > 0`, the cotangent map turns the quadrature of `1 / (D² + u²)^(m+1)` into the
midpoint sum of `sin^(2m) t`, divided by `D^(2m+1)`. -/
theorem cotRule_lorentzian {D : ℝ} (hD : 0 < D) (N m : ℕ) :
    cotRule N D (fun u => 1 / (D ^ 2 + u ^ 2) ^ (m + 1))
      = 1 / D ^ (2 * m + 1) * (π / N * ∑ k ∈ Finset.range N, sin (node N k) ^ (2 * m)) := by
  unfold cotRule
  rw [Finset.mul_sum, Finset.mul_sum]
  refine Finset.sum_congr rfl fun k hk => ?_
  have hkN : (k : ℝ) + 1 ≤ N := by exact_mod_cast Finset.mem_range.mp hk
  have hN : (0 : ℝ) < N := by linarith [Nat.cast_nonneg (α := ℝ) k]
  -- the angles lie strictly between 0 and π, so the cotangent is finite
  have hs : 0 < sin (node N k) := by
    apply sin_pos_of_pos_of_lt_pi
    · unfold node; positivity
    · unfold node
      rw [div_lt_iff₀ hN]
      nlinarith [pi_pos]
  have hc : 1 + cot (node N k) ^ 2 = 1 / sin (node N k) ^ 2 := by
    rw [cot_eq_cos_div_sin, div_pow, eq_div_iff (by positivity), add_mul,
      div_mul_cancel₀ _ (by positivity), one_mul, sin_sq_add_cos_sq]
  have hd : D ^ 2 + (D * cot (node N k)) ^ 2 = D ^ 2 / sin (node N k) ^ 2 := by
    linear_combination D ^ 2 * hc
  have hp : (D ^ 2 / sin (node N k) ^ 2) ^ (m + 1)
      = D ^ (2 * m + 1) * D / (sin (node N k) ^ (2 * m) * sin (node N k) ^ 2) := by
    rw [div_pow, ← pow_mul, ← pow_mul]
    congr 1
    ring
  simp only [hd, hc, hp]
  field_simp
```

The general theorem takes `midpoint_exact` at j = 0 and evaluates the sine integral with Mathlib's `integral_sin_pow_even`. Both sides then carry the same product. The hypotheses are D > 0 and m < N; the theorem gives no error estimate for larger m or for a Lorentzian of another width.

```lean
/-- For `D > 0` and `m < N`, the `N`-point cotangent rule integrates `1 / (D² + u²)^(m+1)`
over the real frequency line without error. -/
theorem cotRule_exact {D : ℝ} (hD : 0 < D) {N m : ℕ} (hm : m < N) :
    cotRule N D (fun u => 1 / (D ^ 2 + u ^ 2) ^ (m + 1))
      = ∫ u : ℝ, 1 / (D ^ 2 + u ^ 2) ^ (m + 1) := by
  have h := midpoint_exact (N := N) m 0 (by omega) (by omega)
  simp only [Int.cast_zero, mul_zero, zero_mul, cos_zero, mul_one] at h
  rw [cotRule_lorentzian hD, integral_lorentzian hD, h, integral_sin_pow_even]
```

For the squared Lorentzian, m = 1 and the condition becomes N ≥ 2. The statement is a conjunction: the rule equals π/(2D³), and so does the integral.

```lean
/-- For `D > 0` and at least two points, the cotangent rule for `1 / (D² + u²)²` and the exact
integral over the real line both equal `π / (2 D³)`. -/
theorem cotRule_squared_lorentzian {D : ℝ} (hD : 0 < D) {N : ℕ} (hN : 2 ≤ N) :
    cotRule N D (fun u => 1 / (D ^ 2 + u ^ 2) ^ 2) = π / (2 * D ^ 3) ∧
      ∫ u : ℝ, 1 / (D ^ 2 + u ^ 2) ^ 2 = π / (2 * D ^ 3) := by
  have hI : ∫ u : ℝ, 1 / (D ^ 2 + u ^ 2) ^ 2 = π / (2 * D ^ 3) := by
    have h := integral_lorentzian hD 1
    norm_num only [Finset.prod_range_one, Nat.cast_zero] at h
    rw [h]
    field_simp
  exact ⟨(cotRule_exact hD (m := 1) (by omega)).trans hI, hI⟩
```

With one point, the only angle is π/2 and the only frequency is zero. The rule then returns π/D³, twice the correct value, so the bound N ≥ 2 is sharp for this integrand.

```lean
/-- For `D > 0`, the one-point cotangent rule gives `π / D³` for `1 / (D² + u²)²`, twice the
exact integral. -/
theorem cotRule_one_point {D : ℝ} (hD : 0 < D) :
    cotRule 1 D (fun u => 1 / (D ^ 2 + u ^ 2) ^ 2) = π / D ^ 3 ∧
      π / D ^ 3 = 2 * ∫ u : ℝ, 1 / (D ^ 2 + u ^ 2) ^ 2 := by
  constructor
  · have h := cotRule_lorentzian hD 1 1
    have hn : node 1 0 = π / 2 := by unfold node; push_cast; ring
    rw [Finset.sum_range_one, hn, sin_pi_div_two] at h
    refine h.trans ?_
    norm_num
    ring
  · rw [(cotRule_squared_lorentzian hD le_rfl).2]
    field_simp

end

end CotangentFrequencyGrid
```

```lean
#print axioms CotangentFrequencyGrid.midpoint_exact
#print axioms CotangentFrequencyGrid.cotRule_one_point
```

```
'CotangentFrequencyGrid.midpoint_exact' depends on axioms: [propext, Classical.choice, Quot.sound]
'CotangentFrequencyGrid.cotRule_one_point' depends on axioms: [propext, Classical.choice, Quot.sound]
```
